# Pairing lowers the bootstrap variance of a mean error difference exactly when the errors have positive covariance

## One index list for both methods

To compare two density functionals on a benchmark set, one computes the absolute error of each functional for every system and takes the difference of the two mean absolute errors. A bootstrap error bar for that difference comes from redrawing the systems with replacement. In code, a paired replicate draws one index list and uses it for both error arrays:

```python
idx = rng.integers(0, n, size=n)
gap = (a[idx] - b[idx]).mean()
```

An unpaired replicate would draw a second, independent list for `b`. Repeating either recipe many times gives a Monte Carlo estimate of a variance that can be written down exactly. For a finite benchmark set with equally weighted resamplings, the sign of one covariance decides which recipe has the smaller variance. The smaller variance is not a reason to choose a recipe: when both functionals are tested on the same systems, the paired recipe keeps the covariance of their errors, whereas the unpaired one discards it, whatever its sign.

## The variances and their comparison

Let the set contain $n\ge 1$ systems $i$, with errors $a_i$ and $b_i$, and let $d_i=a_i-b_i$. For any quantity $x_i$ write

$$m(x)=\frac1n\sum_i x_i,\qquad \operatorname{cov}(x,y)=m\big((x-m(x))(y-m(y))\big),\qquad \operatorname{var}x=\operatorname{cov}(x,x).$$

These are plug-in moments, with divisor $n$ and not $n-1$. In NumPy, `np.var` uses this divisor by default, whereas `np.cov` does not.

A resampling is a map $r$ that assigns a system $r(k)$ to each of $n$ draws $k$. There are $n^n$ such maps, all equally weighted; $E$ and $\operatorname{Var}$ denote the average and variance over them. The resampled mean is $\bar x(r)=\frac1n\sum_k x_{r(k)}$. The theorem `paired_bootstrap` states three things:

- $E[\bar d]=m(d)$;
- $\operatorname{Var}\bar d=\big(\operatorname{var}a+\operatorname{var}b-2\operatorname{cov}(a,b)\big)/n$;
- this variance is strictly below the unpaired one if and only if $\operatorname{cov}(a,b)>0$.

A second theorem, `paired_var_eq_zero_iff`, says that the paired variance is zero exactly when there is a constant $c$ with $a_i=b_i+c$ for every system.

In Lean the benchmark set is a finite, non-empty type `ι`, and the errors are functions `a b : ι → ℝ`. They may be any real numbers; absolute errors are the case in which the values happen to be non-negative. A resampling is a function `r : ι → ι`, so the same type labels draws and systems, which fixes the resample size at $n$. The definition `mean` is the uniform average over any finite type: applied to `a` it averages over systems, and applied to `resampledMean a` it averages over all resamplings. The unpaired comparison, `unpairedGap`, is a function of a pair of resamplings, one for each method, with all pairs equally weighted.

The variances describe resampling from a fixed set. How well that set represents the chemistry of interest is a separate matter, as is the sampling noise of a finite number of replicates. Equal weights and independent draws also ignore any relation between systems, such as reactions that share a molecule.

## From single draws to the variance

Expanding the product in the covariance gives

$$\operatorname{cov}(x,y)=m(xy)-m(x)m(y).$$

Now let $f_k$ be a function of the system chosen in draw $k$. The sum over all maps $r$ is a separate sum over each value $r(k)$, so

$$E\Big[\prod_k f_k(r(k))\Big]=\frac1{n^n}\sum_r\prod_k f_k(r(k))=\prod_k\Big(\frac1n\sum_i f_k(i)\Big)=\prod_k m(f_k).$$

Setting all factors but one or two equal to 1 gives $E[x_{r(k)}]=m(x)$ and

$$E[x_{r(k)}x_{r(l)}]=\begin{cases}m(x^2)&k=l,\\ m(x)^2&k\ne l.\end{cases}$$

Averaging the first relation over $k$ yields $E[\bar x]=m(x)$. The squared resampled mean is a double sum over draws, with $n$ diagonal and $n(n-1)$ off-diagonal terms:

$$E[\bar x^2]=\frac{n\,m(x^2)+n(n-1)\,m(x)^2}{n^2}.$$

Subtracting $m(x)^2$ leaves

$$\operatorname{Var}\bar x=\frac{m(x^2)-m(x)^2}{n}=\frac{\operatorname{var}x}{n}.$$

For $x=d$, the deviation is $d_i-m(d)=(a_i-m(a))-(b_i-m(b))$. Squaring and averaging gives

$$\operatorname{var}d=\operatorname{var}a+\operatorname{var}b-2\operatorname{cov}(a,b),$$

and division by $n$ gives the paired variance.

In the unpaired case the gap is $\bar a(r)-\bar b(s)$ with independent resamplings $r$ and $s$. The average of $\bar a(r)\,\bar b(s)$ over all pairs factorises, so the covariance of the two terms vanishes and the variance is

$$\operatorname{Var}\bar a+\operatorname{Var}\bar b=\frac{\operatorname{var}a+\operatorname{var}b}{n}.$$

The unpaired variance minus the paired one is therefore $2\operatorname{cov}(a,b)/n$, which is positive exactly when the covariance is.

Finally, the paired variance is zero if and only if $\sum_i(d_i-m(d))^2=0$. A sum of squares vanishes only if every term does, so $d_i=m(d)$ for all $i$, and $c=m(d)$ is the constant shift. Conversely, a constant $d$ has no deviations.

## Two systems, four resamplings

Take $n=2$ with absolute errors $a=(1,3)$ and $b=(2,3)$ in kcal/mol. Then $d=(-1,0)$ and $m(d)=-\tfrac12$. The moments are $\operatorname{var}a=1$, $\operatorname{var}b=\tfrac14$ and $\operatorname{cov}(a,b)=\tfrac12$, so the formula gives

$$\operatorname{Var}\bar d=\frac{1+\tfrac14-1}{2}=\frac18.$$

The four resamplings have mean differences $-1,-\tfrac12,-\tfrac12,0$. Their average is $-\tfrac12$ and their variance is $(\tfrac14+0+0+\tfrac14)/4=\tfrac18$, as predicted. The unpaired variance is $(1+\tfrac14)/2=\tfrac58$, five times as large. All variances are in (kcal/mol)².

## The definitions and theorems in Lean

```lean
import Mathlib

open Finset

namespace PairedBootstrap

noncomputable section

/-- The uniform average of a real quantity over a finite set. -/
def mean {α : Type*} [Fintype α] (x : α → ℝ) : ℝ :=
  (∑ i, x i) / (Fintype.card α : ℝ)

/-- The plug-in covariance of two quantities, with divisor equal to the number of elements. -/
def cov {α : Type*} [Fintype α] (x y : α → ℝ) : ℝ :=
  mean (fun i => (x i - mean x) * (y i - mean y))

/-- The plug-in variance. -/
def var {α : Type*} [Fintype α] (x : α → ℝ) : ℝ := cov x x

/-- The mean of `x` over the resampled benchmark set in which draw `k` is the system `r k`. -/
def resampledMean {ι : Type*} [Fintype ι] (x : ι → ℝ) (r : ι → ι) : ℝ :=
  mean (fun k => x (r k))

/-- The difference of the mean errors of two methods, each on a resampled set of its own. -/
def unpairedGap {ι : Type*} [Fintype ι] (a b : ι → ℝ) (p : (ι → ι) × (ι → ι)) : ℝ :=
  resampledMean a p.1 - resampledMean b p.2

/-- The covariance is the mean product minus the product of the means. -/
theorem cov_eq {α : Type*} [Fintype α] [Nonempty α] (x y : α → ℝ) :
    cov x y = mean (fun i => x i * y i) - mean x * mean y := by
  have hn : (Fintype.card α : ℝ) ≠ 0 := Nat.cast_ne_zero.mpr Fintype.card_ne_zero
  have hs : ∀ z : α → ℝ, ∑ i, z i = (Fintype.card α : ℝ) * mean z := by
    intro z
    rw [mean, mul_div_cancel₀ _ hn]
  have h : ∑ i, (x i - mean x) * (y i - mean y)
      = ∑ i, x i * y i - (Fintype.card α : ℝ) * (mean x * mean y) := by
    have hx := hs x
    have hy := hs y
    simp only [sub_mul, mul_sub, Finset.sum_sub_distrib, ← Finset.mul_sum, ← Finset.sum_mul,
      Finset.sum_const, Finset.card_univ, nsmul_eq_mul, hx, hy]
    ring
  change (∑ i, (x i - mean x) * (y i - mean y)) / (Fintype.card α : ℝ)
    = (∑ i, x i * y i) / (Fintype.card α : ℝ) - mean x * mean y
  rw [h, sub_div, mul_div_cancel_left₀ _ hn]

/-- The variance of a difference is the sum of the variances minus twice the covariance. -/
theorem var_sub {α : Type*} [Fintype α] (a b : α → ℝ) :
    var (fun i => a i - b i) = var a + var b - 2 * cov a b := by
  have hm : mean (fun i => a i - b i) = mean a - mean b := by
    simp only [mean, Finset.sum_sub_distrib, sub_div]
  simp only [var, cov, hm]
  generalize mean a = p
  generalize mean b = q
  simp only [mean]
  rw [← mul_div_assoc, ← add_div, ← sub_div, Finset.mul_sum, ← Finset.sum_add_distrib,
    ← Finset.sum_sub_distrib]
  congr 1
  exact Finset.sum_congr rfl fun i _ => by ring

/-- For two independent uniform choices the variance of a difference is the sum of the
variances. -/
theorem var_independent_sub {α β : Type*} [Fintype α] [Fintype β] [Nonempty α] [Nonempty β]
    (f : α → ℝ) (g : β → ℝ) :
    var (fun p : α × β => f p.1 - g p.2) = var f + var g := by
  -- averages of products factorise
  have hp : ∀ (F : α → ℝ) (G : β → ℝ),
      mean (fun p : α × β => F p.1 * G p.2) = mean F * mean G := by
    intro F G
    simp only [mean, Fintype.sum_prod_type, Fintype.card_prod, Nat.cast_mul,
      ← Finset.sum_mul_sum]
    rw [div_mul_div_comm]
  have h1 : ∀ F : α → ℝ, mean (fun p : α × β => F p.1) = mean F := by
    intro F
    have h := hp F (fun _ => 1)
    have e : mean (fun _ : β => (1 : ℝ)) = 1 := by simp [mean]
    simpa only [mul_one, e] using h
  have h2 : ∀ G : β → ℝ, mean (fun p : α × β => G p.2) = mean G := by
    intro G
    have h := hp (fun _ => 1) G
    have e : mean (fun _ : α => (1 : ℝ)) = 1 := by simp [mean]
    simpa only [one_mul, e] using h
  have hff : mean (fun p : α × β => f p.1 * f p.1) = mean (fun i => f i * f i) :=
    h1 (fun i => f i * f i)
  have hgg : mean (fun p : α × β => g p.2 * g p.2) = mean (fun i => g i * g i) :=
    h2 (fun i => g i * g i)
  rw [var_sub (fun p : α × β => f p.1) (fun p : α × β => g p.2)]
  simp only [var, cov_eq, h1 f, h2 g, hff, hgg, hp f g]
  ring

variable {ι : Type*} [Fintype ι] [DecidableEq ι]

/-- The draws of a resampling are independent: the average over all resamplings of a product
of one-draw functions is the product of their averages. -/
theorem mean_prod_draws (f : ι → ι → ℝ) :
    mean (fun r : ι → ι => ∏ k, f k (r k)) = ∏ k, mean (f k) := by
  simp only [mean]
  rw [Finset.prod_div_distrib, Finset.prod_univ_sum, Fintype.piFinset_univ, Fintype.card_fun]
  simp

variable [Nonempty ι]

/-- The average over all resamplings of a product of two draws: the mean product for one and
the same draw, the product of the means for different draws. -/
theorem mean_draw_mul (x y : ι → ℝ) (k l : ι) :
    mean (fun r : ι → ι => x (r k) * y (r l))
      = if k = l then mean (fun i => x i * y i) else mean x * mean y := by
  have h := mean_prod_draws
    (fun j i : ι => (if j = k then x i else 1) * (if j = l then y i else 1))
  simp only [Finset.prod_mul_distrib, Finset.prod_ite_eq', Finset.mem_univ, if_true] at h
  rw [h]
  by_cases hkl : k = l
  · subst hkl
    rw [if_pos rfl, Fintype.prod_eq_single k]
    · simp
    · intro j hj
      simp [hj, mean]
  · rw [if_neg hkl, Fintype.prod_eq_mul k l hkl]
    · simp [hkl, Ne.symm hkl]
    · rintro j ⟨h1, h2⟩
      simp [h1, h2, mean]

/-- The resampled mean has the sample mean as its expectation. -/
theorem mean_resampledMean (x : ι → ℝ) : mean (resampledMean x) = mean x := by
  have h : ∀ k, mean (fun r : ι → ι => x (r k)) = mean x := fun k => by
    simpa using mean_draw_mul x (fun _ => 1) k k
  calc mean (resampledMean x) = mean (fun k => mean (fun r : ι → ι => x (r k))) := by
        simp only [resampledMean, mean, ← Finset.sum_div]
        rw [Finset.sum_comm, div_right_comm]
    _ = mean x := by
        simp only [h]
        generalize mean x = m
        simp [mean]

/-- The variance of the resampled mean is the plug-in variance divided by the number of
systems. -/
theorem var_resampledMean (x : ι → ℝ) :
    var (resampledMean x) = var x / (Fintype.card ι : ℝ) := by
  have hn : (Fintype.card ι : ℝ) ≠ 0 := Nat.cast_ne_zero.mpr Fintype.card_ne_zero
  -- the squared mean is a double sum over draws
  have hE : mean (fun r => resampledMean x r * resampledMean x r)
      = (∑ k, ∑ l, mean (fun r : ι → ι => x (r k) * x (r l))) / (Fintype.card ι : ℝ) ^ 2 := by
    have hc : ∑ r : ι → ι, ∑ k, ∑ l, x (r k) * x (r l)
        = ∑ k, ∑ l, ∑ r : ι → ι, x (r k) * x (r l) := by
      rw [Finset.sum_comm]
      exact Finset.sum_congr rfl fun k _ => Finset.sum_comm
    simp only [resampledMean, mean, div_mul_div_comm, Finset.sum_mul_sum, ← Finset.sum_div]
    rw [hc]
    ring
  -- count all n² terms as P, then correct each of the n diagonal ones by M - P
  have hs : ∀ M P : ℝ, ∑ k : ι, ∑ l : ι, (if k = l then M else P)
      = (Fintype.card ι : ℝ) ^ 2 * P + (Fintype.card ι : ℝ) * (M - P) := by
    intro M P
    have h : ∀ k l : ι, (if k = l then M else P) = P + if k = l then M - P else 0 := by
      intro k l
      split_ifs <;> ring
    simp only [h, Finset.sum_add_distrib, Finset.sum_ite_eq, Finset.mem_univ, if_true,
      Finset.sum_const, Finset.card_univ, nsmul_eq_mul]
    ring
  simp only [var, cov_eq, mean_resampledMean]
  rw [hE]
  simp only [mean_draw_mul]
  rw [hs]
  field_simp
  ring

/-- With independent resamplings for the two methods, the variance of the difference of their
mean errors is the sum of the plug-in variances divided by the number of systems. -/
theorem var_unpairedGap (a b : ι → ℝ) :
    var (unpairedGap a b) = (var a + var b) / (Fintype.card ι : ℝ) := by
  have h := var_independent_sub (resampledMean a) (resampledMean b)
  rw [var_resampledMean, var_resampledMean, ← add_div] at h
  exact h

/-- Paired bootstrap of two methods with errors `a` and `b`: expectation and variance of the
resampled mean difference, and the variance is below the unpaired one exactly when the errors
are positively correlated. -/
theorem paired_bootstrap (a b : ι → ℝ) :
    mean (resampledMean fun i => a i - b i) = mean (fun i => a i - b i) ∧
    var (resampledMean fun i => a i - b i)
      = (var a + var b - 2 * cov a b) / (Fintype.card ι : ℝ) ∧
    (var (resampledMean fun i => a i - b i) < var (unpairedGap a b) ↔ 0 < cov a b) := by
  have hn : (0 : ℝ) < (Fintype.card ι : ℝ) := Nat.cast_pos.mpr Fintype.card_pos
  have hv : var (resampledMean fun i => a i - b i)
      = (var a + var b - 2 * cov a b) / (Fintype.card ι : ℝ) := by
    rw [var_resampledMean, var_sub]
  refine ⟨mean_resampledMean _, hv, ?_⟩
  rw [hv, var_unpairedGap, div_lt_div_iff_of_pos_right hn]
  constructor <;> intro h <;> linarith

/-- The paired bootstrap variance vanishes exactly when the errors of the two methods differ
by the same constant on every system. -/
theorem paired_var_eq_zero_iff (a b : ι → ℝ) :
    var (resampledMean fun i => a i - b i) = 0 ↔ ∃ c, ∀ i, a i = b i + c := by
  have hn : (Fintype.card ι : ℝ) ≠ 0 := Nat.cast_ne_zero.mpr Fintype.card_ne_zero
  rw [var_resampledMean]
  constructor
  · intro h
    have h1 : (∑ i, (a i - b i - mean (fun j => a j - b j))
        * (a i - b i - mean (fun j => a j - b j))) / (Fintype.card ι : ℝ) = 0 :=
      (div_eq_zero_iff.mp h).resolve_right hn
    have h2 := (div_eq_zero_iff.mp h1).resolve_right hn
    -- a vanishing sum of squares has vanishing terms
    have h3 := (Finset.sum_eq_zero_iff_of_nonneg (fun i _ => mul_self_nonneg _)).mp h2
    refine ⟨mean (fun j => a j - b j), fun i => ?_⟩
    have h4 := mul_self_eq_zero.mp (h3 i (Finset.mem_univ i))
    linarith
  · rintro ⟨c, hc⟩
    have hd : (fun i => a i - b i) = fun _ => c := funext fun i => by rw [hc i]; ring
    have hm : mean (fun _ : ι => c) = c := by simp [mean]
    rw [hd]
    simp only [var, cov, hm, sub_self, mul_zero]
    simp [mean]

end

end PairedBootstrap
```

```lean
#print axioms PairedBootstrap.paired_bootstrap
#print axioms PairedBootstrap.paired_var_eq_zero_iff
```

```
'PairedBootstrap.paired_bootstrap' depends on axioms: [propext, Classical.choice, Quot.sound]
'PairedBootstrap.paired_var_eq_zero_iff' depends on axioms: [propext, Classical.choice, Quot.sound]
```

## Factorisation, double sum and comparison in the proof

**Moments.** `cov_eq` is the expanded form of the covariance. `var_sub` gives the variance of a difference by combining the averages into one sum and comparing the terms with `ring`. Both hold over general finite types, so they serve for systems and for resamplings alike.

**Independent resamplings.** `var_independent_sub` first shows that averages of products over a product type factorise. It then applies `var_sub`, and the covariance term cancels in the final `ring`.

**Draws.** `mean_prod_draws` is the factorisation over all $n^n$ maps; `Finset.prod_univ_sum` turns the product of sums into a sum over functions. `mean_draw_mul` specialises it to two draws $k$ and $l$, using factors that equal 1 at every other draw. The split `by_cases hkl : k = l` produces the two cases of the product moment.

**The resampled mean.** `mean_resampledMean` exchanges the sum over resamplings with the sum over draws. In `var_resampledMean`, the step `hE` writes the average square as a double sum over draws. The step `hs` evaluates that sum with $M=m(x^2)$ and $P=m(x)^2$ as $n^2P+n(M-P)$, which is the count of diagonal and off-diagonal terms in another arrangement. `field_simp` and `ring` then give $\operatorname{var}x/n$.

**The comparison.** `var_unpairedGap` applies `var_independent_sub` to the two resampled means. `paired_bootstrap` assembles the results: since $n>0$, the common divisor is removed from the inequality, and `linarith` settles both directions of the equivalence.

**Zero variance.** `paired_var_eq_zero_iff` uses `Finset.sum_eq_zero_iff_of_nonneg` to pass from a vanishing sum of squares to vanishing terms, and supplies the mean difference as the constant. The converse substitutes a constant difference into the variance.
